# The pseudo-inverse selects the shortest least-squares solution, with a singular DIIS example

Let \(A\) be a real \(m\times n\) matrix and let \(X\) satisfy the four Penrose equations for \(A\). Then for every \(b\in\mathbb R^m\):

1. \(Xb\) minimizes \(\|Ay-b\|\) over all \(y\in\mathbb R^n\).
2. The minimizers are exactly the vectors \(Xb+z\) with \(Az=0\).
3. Every minimizer other than \(Xb\) is strictly longer than \(Xb\).

Applied to the DIIS equations of a self-consistent-field calculation, this tells which weights the exact pseudo-inverse returns when those equations are singular. The case worked out below is that of two identical error vectors, in exact arithmetic.

## Vectors, norm and the Penrose equations

The row and column indices run over arbitrary finite types `m` and `n`. A vector is a real function on such a type, so `m → ℝ` plays the part of \(\mathbb R^m\).

```lean
import Mathlib

open Matrix

namespace PseudoInverseLeastSquares

noncomputable section

variable {m n : Type*} [Fintype m] [Fintype n]
```

The norm is the Euclidean one, \(\|v\|=\sqrt{v\cdot v}\). It is defined explicitly because Mathlib's default norm on functions is the largest absolute component, for which the statements about least squares would mean something else.

```lean
/-- The Euclidean norm of a real vector. -/
def euclidNorm (v : m → ℝ) : ℝ := Real.sqrt (v ⬝ᵥ v)
```

The four Penrose equations are
\[
AXA=A,\qquad XAX=X,\qquad (AX)^T=AX,\qquad (XA)^T=XA .
\]
Together they imply that \(AX\) is the orthogonal projector onto the range of \(A\), and \(XA\) the orthogonal projector onto the orthogonal complement of its kernel. The first projects the data \(b\) onto what \(A\) can reproduce; the second removes from a solution the part that \(A\) cannot see.

```lean
/-- The four Penrose equations for a real matrix `A` and a candidate pseudo-inverse `X`. -/
structure IsPenroseInverse (A : Matrix m n ℝ) (X : Matrix n m ℝ) : Prop where
  axa : A * X * A = A
  xax : X * A * X = X
  ax_symm : (A * X)ᵀ = A * X
  xa_symm : (X * A)ᵀ = X * A
```

`IsPenroseInverse A X` is a hypothesis of the general theorem: \(X\) is given, not constructed. In practice a singular value decomposition supplies it.

A vector \(y\) is a least-squares solution if no trial vector \(z\) has a smaller residual, \(\|Ay-b\|\le\|Az-b\|\) for all \(z\).

```lean
/-- The vector `y` makes the norm of the residual `A y - b` as small as possible. -/
def IsLeastSquares (A : Matrix m n ℝ) (b : m → ℝ) (y : n → ℝ) : Prop :=
  ∀ z : n → ℝ, euclidNorm (A *ᵥ y - b) ≤ euclidNorm (A *ᵥ z - b)
```

## Two facts about lengths

If \(u\cdot v=0\), then
\[
\|u+v\|^2=u\cdot u+2\,u\cdot v+v\cdot v=\|u\|^2+\|v\|^2 .
\]

```lean
/-- The squares of the norms of two orthogonal vectors add up to the square of the norm of
their sum. -/
theorem euclidNorm_add_sq (u v : m → ℝ) (h : u ⬝ᵥ v = 0) :
    euclidNorm (u + v) ^ 2 = euclidNorm u ^ 2 + euclidNorm v ^ 2 := by
  have sq (w : m → ℝ) : euclidNorm w ^ 2 = w ⬝ᵥ w :=
    Real.sq_sqrt (Finset.sum_nonneg fun i _ => mul_self_nonneg (w i))
  rw [sq, sq, sq, add_dotProduct, dotProduct_add, dotProduct_add, dotProduct_comm v u, h]
  ring
```

The local fact `sq` replaces each squared norm by a dot product, which is allowed because a sum of squares is non-negative. The rest is the expansion above.

If \(\|v\|=0\), then \(v\cdot v=\sum_i v_i^2=0\), so every component vanishes.

```lean
/-- Only the zero vector has Euclidean norm zero. -/
theorem eq_zero_of_euclidNorm (v : m → ℝ) (h : euclidNorm v = 0) : v = 0 := by
  have h0 : 0 ≤ v ⬝ᵥ v := Finset.sum_nonneg fun i _ => mul_self_nonneg (v i)
  exact dotProduct_self_eq_zero.1 ((Real.sqrt_eq_zero h0).1 h)
```

## The residual of \(Xb\) is orthogonal to the range of \(A\)

Transpose \(AXA=A\) and use the symmetry of \(AX\):
\[
A^T=(AXA)^T=A^T(AX)^T=A^TAX .
\]
Applied to \(b\), this gives the normal equations
\[
A^T(AXb-b)=A^TAXb-A^Tb=0 .
\]

```lean
/-- The vector `X b` solves the normal equations: its residual is orthogonal to every
column of `A`. -/
theorem normal_equations {A : Matrix m n ℝ} {X : Matrix n m ℝ}
    (h : IsPenroseInverse A X) (b : m → ℝ) :
    Aᵀ *ᵥ (A *ᵥ (X *ᵥ b) - b) = 0 := by
  -- transpose `A X A = A` and use the symmetry of `A X`
  have key : (A * X * A)ᵀ = Aᵀ := by rw [h.axa]
  rw [Matrix.transpose_mul, h.ax_symm] at key
  simp only [Matrix.mulVec_sub, Matrix.mulVec_mulVec, key, sub_self]
```

The matrix identity \(A^TAX=A^T\) is called `key` in the proof; the last line applies it to \(b\).

Now take any \(y\) and split its residual as
\[
Ay-b=A(y-Xb)+(AXb-b).
\]
The two parts are orthogonal, since
\[
A(y-Xb)\cdot(AXb-b)=(y-Xb)\cdot A^T(AXb-b)=0 .
\]
Therefore
\[
\|Ay-b\|^2=\|A(y-Xb)\|^2+\|AXb-b\|^2 .
\]

```lean
/-- The squared residual of any trial vector `y` is the squared residual of `X b` plus the
squared norm of `A (y - X b)`. -/
theorem residual_sq {A : Matrix m n ℝ} {X : Matrix n m ℝ}
    (h : IsPenroseInverse A X) (b : m → ℝ) (y : n → ℝ) :
    euclidNorm (A *ᵥ y - b) ^ 2 =
      euclidNorm (A *ᵥ (y - X *ᵥ b)) ^ 2 + euclidNorm (A *ᵥ (X *ᵥ b) - b) ^ 2 := by
  have split : A *ᵥ y - b = A *ᵥ (y - X *ᵥ b) + (A *ᵥ (X *ᵥ b) - b) := by
    rw [Matrix.mulVec_sub]
    abel
  rw [split]
  apply euclidNorm_add_sq
  rw [dotProduct_comm, Matrix.dotProduct_mulVec, ← Matrix.mulVec_transpose,
    normal_equations h, zero_dotProduct]
```

The step `split` is the decomposition, and the final rewriting moves \(A\) across the dot product to reach the normal equations.

## \(Xb\) has no component in the kernel

So far only \(AXA=A\) and the symmetry of \(AX\) have been used. The other two equations control the length of the solution. From \(XAX=X\) we have \(Xb=XA(Xb)\). If \(Az=0\), the symmetry of \(XA\) gives
\[
(Xb)\cdot z=\bigl(XA\,Xb\bigr)\cdot z=(Xb)\cdot(XA)^Tz=(Xb)\cdot X(Az)=0 .
\]

```lean
/-- The vector `X b` is orthogonal to the kernel of `A`. -/
theorem orthogonal_kernel {A : Matrix m n ℝ} {X : Matrix n m ℝ}
    (h : IsPenroseInverse A X) (b : m → ℝ) (z : n → ℝ) (hz : A *ᵥ z = 0) :
    (X *ᵥ b) ⬝ᵥ z = 0 := by
  have e : (X * A) *ᵥ (X *ᵥ b) = X *ᵥ b := by rw [Matrix.mulVec_mulVec, h.xax]
  calc (X *ᵥ b) ⬝ᵥ z = z ⬝ᵥ ((X * A) *ᵥ (X *ᵥ b)) := by rw [e, dotProduct_comm]
    _ = ((X * A)ᵀ *ᵥ z) ⬝ᵥ (X *ᵥ b) := by
        rw [Matrix.dotProduct_mulVec, Matrix.mulVec_transpose]
    _ = 0 := by
        rw [h.xa_symm, ← Matrix.mulVec_mulVec, hz, Matrix.mulVec_zero, zero_dotProduct]
```

The `calc` block follows this chain, with the factors of the dot product exchanged.

## All minimizers, and the shortest one

The three claims now follow.

**Minimality.** In the residual identity the term \(\|A(y-Xb)\|^2\) is non-negative, so \(\|AXb-b\|^2\le\|Ay-b\|^2\). Norms are non-negative, so the inequality holds without the squares.

**The set of minimizers.** If \(y\) is also a minimizer, its residual norm equals that of \(Xb\). The identity then leaves \(\|A(y-Xb)\|^2=0\), so \(z=y-Xb\) lies in the kernel. Conversely, if \(Az=0\), then \(A(Xb+z)-b=AXb-b\), and \(Xb+z\) has the same minimal residual.

**Least norm.** Let \(y=Xb+z\) be a minimizer different from \(Xb\). Then \(z\neq0\), and by orthogonality
\[
\|y\|^2=\|Xb\|^2+\|z\|^2>\|Xb\|^2 .
\]

```lean
/-- The vector `X b` minimizes the residual norm, the minimizers are exactly `X b` plus the
kernel of `A`, and every other minimizer has a strictly larger norm than `X b`. -/
theorem penrose_least_squares {A : Matrix m n ℝ} {X : Matrix n m ℝ}
    (h : IsPenroseInverse A X) (b : m → ℝ) :
    IsLeastSquares A b (X *ᵥ b) ∧
    (∀ y, IsLeastSquares A b y ↔ ∃ z, A *ᵥ z = 0 ∧ y = X *ᵥ b + z) ∧
    (∀ y, IsLeastSquares A b y → y ≠ X *ᵥ b → euclidNorm (X *ᵥ b) < euclidNorm y) := by
  have least : IsLeastSquares A b (X *ᵥ b) := by
    intro y
    have nn (w : m → ℝ) : 0 ≤ euclidNorm w := Real.sqrt_nonneg _
    apply (sq_le_sq₀ (nn _) (nn _)).1
    rw [residual_sq h b y]
    exact le_add_of_nonneg_left (sq_nonneg _)
  have char : ∀ y, IsLeastSquares A b y ↔ ∃ z, A *ᵥ z = 0 ∧ y = X *ᵥ b + z := by
    intro y
    constructor
    · intro hy
      -- equal residuals leave no room for the term `A (y - X b)`
      have heq := le_antisymm (hy (X *ᵥ b)) (least y)
      have hp := residual_sq h b y
      rw [heq] at hp
      have h0 : euclidNorm (A *ᵥ (y - X *ᵥ b)) ^ 2 = 0 := by linarith
      exact ⟨y - X *ᵥ b, eq_zero_of_euclidNorm _ (pow_eq_zero_iff two_ne_zero |>.1 h0),
        by abel⟩
    · rintro ⟨z, hz, rfl⟩ w
      rw [Matrix.mulVec_add, hz, add_zero]
      exact least w
  refine ⟨least, char, ?_⟩
  intro y hy hne
  obtain ⟨z, hz, rfl⟩ := (char y).1 hy
  have hz0 : euclidNorm z ≠ 0 := by
    intro h0
    apply hne
    rw [eq_zero_of_euclidNorm z h0, add_zero]
  have nn (w : n → ℝ) : 0 ≤ euclidNorm w := Real.sqrt_nonneg _
  apply (sq_lt_sq₀ (nn _) (nn _)).1
  rw [euclidNorm_add_sq _ _ (orthogonal_kernel h b z hz)]
  exact lt_add_of_pos_right _ (pow_pos (lt_of_le_of_ne (nn z) hz0.symm) 2)
```

The conclusion is a conjunction of the three claims, in the order of the opening list. The first two are proved as `least` and `char`; the lines after `refine` prove the third. If the kernel contains only zero, the third claim is vacuous and \(Xb\) is the sole minimizer.

### A two-by-two instance with inconsistent data

Take
\[
A=\begin{pmatrix}1&1\\1&1\end{pmatrix},\qquad X=\tfrac14A,\qquad b=\begin{pmatrix}3\\1\end{pmatrix}.
\]
Since \(A^2=2A\), we have \(A^3=4A\), so \(AXA=\tfrac14A^3=A\) and \(XAX=\tfrac1{16}A^3=X\). Both \(AX\) and \(XA\) equal \(\tfrac12A\), which is symmetric.

Here \(Xb=(1,1)\) and \(AXb=(2,2)\), so the residual is \((-1,1)\), with squared norm 2. The trial vector \(y=(3,0)\) has residual \((0,2)\), with squared norm 4. The difference is accounted for by \(A(y-Xb)=A(2,-1)=(1,1)\), whose squared norm is 2.

The kernel consists of the multiples of \((1,-1)\). All minimizers are therefore \((1+t,1-t)\), with squared norm \(2+2t^2\), which is smallest at \(t=0\).

## DIIS with two identical error vectors

DIIS combines stored iterates with weights \(c_0,c_1\) chosen to make the combined error \(c_0e_0+c_1e_1\) small, subject to \(c_0+c_1=1\). Write \(B_{ij}=e_i\cdot e_j\) and introduce a multiplier \(\lambda\). Stationarity of
\[
\tfrac12\sum_{i,j}c_iB_{ij}c_j+\lambda(c_0+c_1-1)
\]
gives \(\sum_jB_{ij}c_j+\lambda=0\) for each \(i\), together with the constraint. If \(e_0=e_1=e\), every \(B_{ij}\) equals \(s=\|e\|^2\), and the equations become
\[
\begin{pmatrix}s&s&1\\s&s&1\\1&1&0\end{pmatrix}
\begin{pmatrix}c_0\\c_1\\\lambda\end{pmatrix}
=\begin{pmatrix}0\\0\\1\end{pmatrix}.
\]

```lean
/-- The DIIS matrix of two identical error vectors with squared norm `s`, bordered by the
constraint that the two weights sum to one. -/
def diisMatrix (s : ℝ) : Matrix (Fin 3) (Fin 3) ℝ := !![s, s, 1; s, s, 1; 1, 1, 0]
```

The border is \(+1\) here; with a border of \(-1\) the multiplier changes sign. The Lean definition admits any real `s`, while a squared norm has \(s\ge0\).

For this matrix, call it \(D\), the pseudo-inverse can be written down:
\[
X=\begin{pmatrix}0&0&\tfrac12\\0&0&\tfrac12\\\tfrac12&\tfrac12&-s\end{pmatrix}.
\]

```lean
/-- An explicit candidate for the pseudo-inverse of `diisMatrix s`. -/
def diisPseudoInverse (s : ℝ) : Matrix (Fin 3) (Fin 3) ℝ :=
  !![0, 0, 1/2; 0, 0, 1/2; 1/2, 1/2, -s]
```

The first two rows of \(D\) are equal, so \(\det D=0\). Multiplication gives
\[
DX=XD=P=\begin{pmatrix}\tfrac12&\tfrac12&0\\\tfrac12&\tfrac12&0\\0&0&1\end{pmatrix},
\]
which is symmetric. Multiplying by \(P\) from the left averages the first two rows. Those of \(D\) are already equal, so \(DXD=PD=D\). Multiplying from the right averages the first two columns, and those of \(X\) are equal, so \(XDX=XP=X\).

```lean
/-- The DIIS matrix of two identical error vectors has determinant zero, and the explicit
candidate satisfies its Penrose equations. -/
theorem diis_witness (s : ℝ) :
    (diisMatrix s).det = 0 ∧ IsPenroseInverse (diisMatrix s) (diisPseudoInverse s) := by
  constructor
  · simp [diisMatrix, Matrix.det_fin_three]
  · constructor <;> ext i j <;> fin_cases i <;> fin_cases j <;>
      simp [diisMatrix, diisPseudoInverse, Matrix.mul_apply, Fin.sum_univ_succ] <;> ring
```

Lean checks the Penrose equations entry by entry: `fin_cases` runs through the index pairs, and `simp` and `ring` do the arithmetic.

The equations \(s(c_0+c_1)+\lambda=0\) and \(c_0+c_1=1\) fix \(\lambda=-s\) but leave \(c_0-c_1\) free. The solutions are
\[
\bigl(\tfrac12+t,\ \tfrac12-t,\ -s\bigr),\qquad\text{with squared norm}\quad \tfrac12+2t^2+s^2 .
\]
The shortest has \(t=0\): equal weights. It is also the last column of \(X\), which is \(X\) applied to \((0,0,1)\).

```lean
/-- For two identical error vectors, the weights `1/2` and `1/2` with multiplier `-s` solve
the DIIS equations, and every other solution has a strictly larger norm. -/
theorem diis_equal_weights (s : ℝ) :
    diisMatrix s *ᵥ ![1/2, 1/2, -s] = ![0, 0, 1] ∧
    ∀ y, diisMatrix s *ᵥ y = ![0, 0, 1] → y ≠ ![1/2, 1/2, -s] →
      euclidNorm ![1/2, 1/2, -s] < euclidNorm y := by
  constructor
  · ext i
    fin_cases i <;>
      simp [diisMatrix, Matrix.mulVec, dotProduct, Fin.sum_univ_succ] <;> ring
  · intro y hy hne
    have e : diisPseudoInverse s *ᵥ ![0, 0, 1] = ![1/2, 1/2, -s] := by
      ext i
      fin_cases i <;>
        simp [diisPseudoInverse, Matrix.mulVec, dotProduct, Fin.sum_univ_succ]
    -- an exact solution has zero residual, so it is a least-squares solution
    have hls : IsLeastSquares (diisMatrix s) ![0, 0, 1] y := by
      intro z
      have h0 : euclidNorm (0 : Fin 3 → ℝ) = 0 := by simp [euclidNorm]
      rw [hy, sub_self, h0]
      exact Real.sqrt_nonneg _
    rw [← e] at hne ⊢
    exact (penrose_least_squares (diis_witness s).2 _).2.2 y hls hne

end

end PseudoInverseLeastSquares
```

```lean
#print axioms PseudoInverseLeastSquares.diis_equal_weights
```

```
'PseudoInverseLeastSquares.diis_equal_weights' depends on axioms: [propext, Classical.choice, Quot.sound]
```

Lean obtains the strict inequality from the general theorem instead of this parametrization. A vector that solves the equations exactly has zero residual, so it is a least-squares solution (`hls`); the fact `e` identifies \(X(0,0,1)\) with \((\tfrac12,\tfrac12,-s)\); and the third claim of `penrose_least_squares` finishes the proof. The norm being compared includes the multiplier, but since \(\lambda=-s\) in every solution, the comparison is really one between weights.

The choice of weights can matter even though the errors coincide. The combined error is \(e\) for any weights that sum to one, but the two stored Fock matrices may differ, and then the extrapolated one depends on the weights. Equal weights give their average. The theorem says nothing about whether the next iteration converges faster from there.

## The cutoff in a working DIIS solver

A code can obtain the minimum-norm solution from a singular value decomposition, as LAPACK's `dgelsd` does. The routine treats singular values below a chosen fraction of the largest one as zero, so the result is the shortest least-squares solution for the truncated matrix, which need not be the original one.

For DIIS this cutoff deserves attention. For two error vectors, the normalized direction \((1,-1,0)/\sqrt2\) gives the bordered matrix the expectation value \(\tfrac12\|e_0-e_1\|^2\), which for small errors is close to the smallest singular value. The border keeps the largest singular value at \(\sqrt2\) or above. Near convergence all errors are small, so a relative cutoff may discard the difference between vectors that are in fact quite distinct relative to their own length. Dividing the block \(B\) by its largest diagonal element, when that is positive, brings it to the scale of the border. The weights that solve the equations exactly stay the same, and only the multiplier is rescaled.
